# For finite-dimensional systems, exp(-itH) is a Kronecker product at every time exactly when H = A⊗1 + 1⊗B

## Two spins and four phases

Take two spins with basis states 0 and 1 each, and a Hamiltonian that is diagonal with energies E(00), E(01), E(10), E(11). With ħ = 1, the evolution multiplies each basis state by a phase d(ik) = exp(-it E(ik)). If the evolution is a product of one operator on each spin, then d(ik) = p(i) q(k), and therefore

d(00) d(11) = d(01) d(10).

If this holds for all t near 0, its derivative at t = 0 gives

E(00) + E(11) = E(01) + E(10),

which says that flipping the second spin costs the same energy whatever the first spin does. The coupling Z⊗Z has energies 1, -1, -1, 1 and violates this. At the single time t = π/2, however, its phases are -i, i, i, -i, and the phase condition holds. One time fixes energies only up to multiples of 2π/t.

## When two subsystems evolve independently

The general question is which Hamiltonians let two subsystems evolve separately at all times. A product evolution takes product states to product states, so it creates no entanglement from them. For finite-dimensional subsystems and a Hamiltonian constant in time, the answer is the non-interacting sums

H = A⊗1 + 1⊗B.

In tensor-network simulation this concerns the two-site gates exp(-iτh): for a fixed h on two sites with finitely many basis states each, the gate factorises at every step length τ only if h is a sum of one-site terms. A hopping term between the sites already rules this out, even for electrons that do not interact with each other.

## The statement in words

The types `m` and `n` label the basis states of the two subsystems; they are not dimensions. A matrix on `m × n` is square, with rows and columns labelled by pairs (i,k), where i belongs to the first subsystem and k to the second.

- `IsProduct K` says that K = P⊗Q for some complex matrices P and Q. Neither has to be unitary.
- `IsNonInteracting M` says that M = A⊗1 + 1⊗B for some A and B. They are not unique, since a constant can be moved from one to the other.
- `evolution H t` is exp(-itH), with ħ = 1.

The theorem `isProduct_exp_iff` says that exp(tM) is a product for every real t if and only if M is a non-interacting sum. `isProduct_evolution_iff` says the same of exp(-itH) and H. Each subsystem is assumed to have at least one basis state. H may be any complex matrix, Hermitian or not. The factors at different times may be chosen independently, with no continuity required.

Oscillators and molecules have infinite-dimensional state spaces, which the theorem does not cover. It applies to finite-basis models of them in which the two subsystems are combined by a tensor product and the Hamiltonian is constant in time.

## From products to a sum, and back

Let K = P⊗Q. Its entries are K(ik, jl) = P(i,j) Q(k,l), so exchanging the second-subsystem labels between two entries leaves their product unchanged:

K(ik, jl) K(i'k', j'l') = K(ik', jl') K(i'k, j'l).

Now let K = exp(tM) be a product for all t near 0. Fix reference states i₀ and k₀, and set i' = j' = i₀ and k' = l' = k₀:

K(ik, jl) K(i₀k₀, i₀k₀) = K(ik₀, jk₀) K(i₀k, i₀l).

At t = 0, K is the identity and its derivative is M. With δ for the entries of the identity, the product rule gives

M(ik, jl) + δ(i,j) δ(k,l) M(i₀k₀, i₀k₀) = M(ik₀, jk₀) δ(k,l) + δ(i,j) M(i₀k, i₀l).

This is M = A⊗1 + 1⊗B with

A(i,j) = M(ik₀, jk₀),

B(k,l) = M(i₀k, i₀l) - M(i₀k₀, i₀k₀) δ(k,l).

Conversely, let M = A⊗1 + 1⊗B. The two terms commute, because their product in either order is A⊗B. Since (A⊗1)^r = A^r⊗1 for every power r, the exponential series gives exp(tA⊗1) = exp(tA)⊗1, and likewise for B. Hence

exp(tM) = (exp(tA)⊗1)(1⊗exp(tB)) = exp(tA)⊗exp(tB).

For a Hamiltonian, put M = -iH. Multiplying a non-interacting sum by a number gives another one, so M has this form exactly when H does.

## Z⊗Z at isolated times

The eigenvalues of Z⊗Z are s = 1 and s = -1, and exp(-iθs) = cos θ - i s sin θ. Therefore

exp(-iθ Z⊗Z) = cos θ 1 - i sin θ Z⊗Z.

If this is a product, the exchange identity for the diagonal entries gives

(cos θ - i sin θ)² = (cos θ + i sin θ)²,

so 4i sin θ cos θ = 0, that is, sin 2θ = 0. Conversely, if sin θ = 0 the operator is (cos θ 1)⊗1, and if cos θ = 0 it is (-i sin θ Z)⊗Z.

At θ = π/2 the evolution is -i Z⊗Z, a product. At θ = π/4 it is not a product, so Z⊗Z cannot be a non-interacting sum. The condition "at every time" therefore cannot be weakened even to "at every integer multiple of π/2".

## The Lean file

```lean
import Mathlib

open Matrix
open scoped Kronecker Topology

namespace NonInteractingSums

noncomputable section

variable {m n p q : Type*}

/-- An operator on a composite system is a product if it is the Kronecker product of one
operator on each subsystem. -/
def IsProduct (K : Matrix (m × n) (m × n) ℂ) : Prop :=
  ∃ (P : Matrix m m ℂ) (Q : Matrix n n ℂ), K = P ⊗ₖ Q

/-- A non-interacting sum is an operator of the form `A ⊗ 1 + 1 ⊗ B`. -/
def IsNonInteracting [DecidableEq m] [DecidableEq n] (M : Matrix (m × n) (m × n) ℂ) : Prop :=
  ∃ (A : Matrix m m ℂ) (B : Matrix n n ℂ), M = A ⊗ₖ 1 + 1 ⊗ₖ B

/-- For a product operator, exchanging the labels of the second subsystem between two matrix
elements leaves the product of the two elements unchanged. -/
theorem IsProduct.exchange {K : Matrix (m × n) (m × n) ℂ} (h : IsProduct K)
    (i j i' j' : m) (k l k' l' : n) :
    K (i, k) (j, l) * K (i', k') (j', l') = K (i, k') (j, l') * K (i', k) (j', l) := by
  obtain ⟨P, Q, rfl⟩ := h
  simp only [Matrix.kroneckerMap_apply]
  ring

variable [Fintype m] [DecidableEq m] [Fintype n] [DecidableEq n]
  [Fintype p] [DecidableEq p] [Fintype q] [DecidableEq q]

/-- At time zero, each matrix element of `exp (t M)` changes at the rate given by the same
matrix element of `M`. -/
theorem hasDerivAt_exp_entry (M : Matrix p p ℂ) (a b : p) :
    HasDerivAt (fun t : ℝ => NormedSpace.exp (t • M) a b) (M a b) 0 := by
  let : NormedRing (Matrix p p ℂ) := Matrix.linftyOpNormedRing
  let : NormedAlgebra ℝ (Matrix p p ℂ) := Matrix.linftyOpNormedAlgebra
  have h : HasDerivAt (fun t : ℝ => NormedSpace.exp (t • M)) M 0 := by
    have h0 := hasDerivAt_exp_smul_const M (0 : ℝ)
    simp only [zero_smul, NormedSpace.exp_zero, one_mul] at h0
    exact h0
  -- reading off a matrix element is a continuous linear map
  let L : Matrix p p ℂ →L[ℝ] ℂ :=
    { toFun := fun X => X a b
      map_add' := fun _ _ => rfl
      map_smul' := fun _ _ => rfl
      cont := continuous_id.matrix_elem a b }
  exact L.hasFDerivAt.comp_hasDerivAt (0 : ℝ) h

/-- A continuous ring homomorphism between matrix algebras carries exponentials to
exponentials. -/
theorem map_matrix_exp (f : Matrix p p ℂ →+* Matrix q q ℂ) (hf : Continuous f)
    (X : Matrix p p ℂ) : f (NormedSpace.exp X) = NormedSpace.exp (f X) := by
  let : NormedRing (Matrix p p ℂ) := Matrix.linftyOpNormedRing
  -- the real structure gives completeness through finite dimension
  let : NormedAlgebra ℝ (Matrix p p ℂ) := Matrix.linftyOpNormedAlgebra
  let : NormedAlgebra ℚ (Matrix p p ℂ) := Matrix.linftyOpNormedAlgebra
  let : NormedRing (Matrix q q ℂ) := Matrix.linftyOpNormedRing
  let : NormedAlgebra ℚ (Matrix q q ℂ) := Matrix.linftyOpNormedAlgebra
  exact NormedSpace.map_exp f hf X

/-- If `exp (t M)` is a product for all real times `t` in some neighbourhood of zero, then `M` is
a non-interacting sum; both subsystems have at least one basis state. -/
theorem isNonInteracting_of_eventually [Nonempty m] [Nonempty n]
    {M : Matrix (m × n) (m × n) ℂ}
    (h : ∀ᶠ t : ℝ in 𝓝 0, IsProduct (NormedSpace.exp (t • M))) : IsNonInteracting M := by
  obtain ⟨i₀⟩ := ‹Nonempty m›
  obtain ⟨k₀⟩ := ‹Nonempty n›
  refine ⟨Matrix.of fun i j => M (i, k₀) (j, k₀),
    Matrix.of (fun k l => M (i₀, k) (i₀, l)) - M (i₀, k₀) (i₀, k₀) • 1, ?_⟩
  ext ⟨i, k⟩ ⟨j, l⟩
  have one : ∀ (i j : m) (k l : n), (1 : Matrix (m × n) (m × n) ℂ) (i, k) (j, l)
      = (1 : Matrix m m ℂ) i j * (1 : Matrix n n ℂ) k l := by
    intro i j k l
    rw [← Matrix.one_kronecker_one, Matrix.kroneckerMap_apply]
  -- differentiate both sides of the exchange identity at time zero
  have hL := (hasDerivAt_exp_entry M (i, k) (j, l)).fun_mul
    (hasDerivAt_exp_entry M (i₀, k₀) (i₀, k₀))
  have hR := (hasDerivAt_exp_entry M (i, k₀) (j, k₀)).fun_mul
    (hasDerivAt_exp_entry M (i₀, k) (i₀, l))
  have key := hL.unique (hR.congr_of_eventuallyEq
    (h.mono fun t ht => ht.exchange i j i₀ i₀ k l k₀ k₀))
  simp only [zero_smul, NormedSpace.exp_zero, one, Matrix.one_apply_eq, mul_one, one_mul] at key
  simp only [Matrix.add_apply, Matrix.kroneckerMap_apply, Matrix.of_apply, Matrix.sub_apply,
    Matrix.smul_apply, smul_eq_mul]
  linear_combination key

/-- For subsystems with at least one basis state each, `exp (t M)` is a product at every real
time `t` if and only if `M` is a non-interacting sum `A ⊗ 1 + 1 ⊗ B`. -/
theorem isProduct_exp_iff [Nonempty m] [Nonempty n] (M : Matrix (m × n) (m × n) ℂ) :
    (∀ t : ℝ, IsProduct (NormedSpace.exp (t • M))) ↔ IsNonInteracting M := by
  refine ⟨fun h => isNonInteracting_of_eventually (Filter.Eventually.of_forall h), ?_⟩
  rintro ⟨A, B, rfl⟩ t
  -- the two embeddings of local operators into the composite system
  let f : Matrix m m ℂ →+* Matrix (m × n) (m × n) ℂ :=
    { toFun := fun X => X ⊗ₖ 1
      map_one' := Matrix.one_kronecker_one
      map_mul' := fun X Y => by rw [← Matrix.mul_kronecker_mul, one_mul]
      map_zero' := Matrix.zero_kronecker _
      map_add' := fun X Y => Matrix.add_kronecker X Y 1 }
  let g : Matrix n n ℂ →+* Matrix (m × n) (m × n) ℂ :=
    { toFun := fun X => 1 ⊗ₖ X
      map_one' := Matrix.one_kronecker_one
      map_mul' := fun X Y => by rw [← Matrix.mul_kronecker_mul, one_mul]
      map_zero' := Matrix.kronecker_zero _
      map_add' := fun X Y => Matrix.kronecker_add 1 X Y }
  have hf : Continuous f := continuous_matrix fun a b =>
    (continuous_id.matrix_elem a.1 b.1).mul continuous_const
  have hg : Continuous g := continuous_matrix fun a b =>
    continuous_const.mul (continuous_id.matrix_elem a.2 b.2)
  have hA : NormedSpace.exp ((t • A) ⊗ₖ (1 : Matrix n n ℂ)) = NormedSpace.exp (t • A) ⊗ₖ 1 :=
    (map_matrix_exp f hf (t • A)).symm
  have hB : NormedSpace.exp ((1 : Matrix m m ℂ) ⊗ₖ (t • B)) = 1 ⊗ₖ NormedSpace.exp (t • B) :=
    (map_matrix_exp g hg (t • B)).symm
  have hc : Commute ((t • A) ⊗ₖ (1 : Matrix n n ℂ)) ((1 : Matrix m m ℂ) ⊗ₖ (t • B)) := by
    simp only [commute_iff_eq, ← Matrix.mul_kronecker_mul, mul_one, one_mul]
  refine ⟨NormedSpace.exp (t • A), NormedSpace.exp (t • B), ?_⟩
  rw [smul_add, ← Matrix.smul_kronecker, ← Matrix.kronecker_smul,
    Matrix.exp_add_of_commute _ _ hc, hA, hB, ← Matrix.mul_kronecker_mul, mul_one, one_mul]

/-- The time evolution operator `exp (-i t H)`, in units with `ħ = 1`. -/
def evolution (H : Matrix p p ℂ) (t : ℝ) : Matrix p p ℂ :=
  NormedSpace.exp ((-(Complex.I * t)) • H)

/-- For subsystems with at least one basis state each, the evolution `exp (-i t H)` is a product
at every real time if and only if `H` is a non-interacting sum. -/
theorem isProduct_evolution_iff [Nonempty m] [Nonempty n] (H : Matrix (m × n) (m × n) ℂ) :
    (∀ t : ℝ, IsProduct (evolution H t)) ↔ IsNonInteracting H := by
  have e : ∀ t : ℝ, evolution H t = NormedSpace.exp (t • ((-Complex.I) • H)) := by
    intro t
    unfold evolution
    congr 1
    ext a b
    simp only [Matrix.smul_apply, smul_eq_mul, Complex.real_smul]
    ring
  have scale : ∀ (c : ℂ) (M : Matrix (m × n) (m × n) ℂ),
      IsNonInteracting M → IsNonInteracting (c • M) := by
    rintro c _ ⟨A, B, rfl⟩
    exact ⟨c • A, c • B, by rw [Matrix.smul_kronecker, Matrix.kronecker_smul, smul_add]⟩
  simp only [e]
  rw [isProduct_exp_iff]
  refine ⟨fun h => ?_, scale _ H⟩
  have h' := scale Complex.I _ h
  rwa [smul_smul, mul_neg, Complex.I_mul_I, neg_neg, one_smul] at h'

/-- The Pauli matrix `Z`, diagonal with entries `1` and `-1`. -/
def pauliZ : Matrix (Fin 2) (Fin 2) ℂ := Matrix.diagonal ![1, -1]

/-- The evolution under the coupling `Z ⊗ Z` is `cos θ - i sin θ Z ⊗ Z`. -/
theorem evolution_ZZ (θ : ℝ) : evolution (pauliZ ⊗ₖ pauliZ) θ =
    (Real.cos θ : ℂ) • 1 - (Complex.I * (Real.sin θ : ℂ)) • (pauliZ ⊗ₖ pauliZ) := by
  have hv : ∀ (v : Fin 2 × Fin 2 → ℂ) (a : Fin 2 × Fin 2),
      NormedSpace.exp v a = Complex.exp (v a) := by
    intro v a
    rw [Complex.exp_eq_exp_ℂ]
    exact NormedSpace.map_exp (Pi.evalRingHom (fun _ => ℂ) a) (continuous_apply a) v
  -- Euler's formula for each of the two eigenvalues
  have hs : ∀ s : ℂ, s = 1 ∨ s = -1 → Complex.exp (-(Complex.I * θ) * s) =
      (Real.cos θ : ℂ) - Complex.I * (Real.sin θ : ℂ) * s := by
    rintro s (rfl | rfl)
    · rw [show -(Complex.I * (θ : ℂ)) * 1 = (-(θ : ℂ)) * Complex.I by ring, Complex.exp_mul_I,
        Complex.cos_neg, Complex.sin_neg, Complex.ofReal_cos, Complex.ofReal_sin]
      ring
    · rw [show -(Complex.I * (θ : ℂ)) * -1 = (θ : ℂ) * Complex.I by ring, Complex.exp_mul_I,
        Complex.ofReal_cos, Complex.ofReal_sin]
      ring
  have hz : ∀ i k : Fin 2, (![1, -1] : Fin 2 → ℂ) i * (![1, -1] : Fin 2 → ℂ) k = 1 ∨
      (![1, -1] : Fin 2 → ℂ) i * (![1, -1] : Fin 2 → ℂ) k = -1 := by
    intro i k
    fin_cases i <;> fin_cases k <;> simp
  rw [evolution, pauliZ, Matrix.diagonal_kronecker_diagonal, ← Matrix.diagonal_smul,
    Matrix.exp_diagonal]
  ext a b
  rcases eq_or_ne a b with rfl | hab
  · simp only [Matrix.diagonal_apply_eq, Matrix.sub_apply, Matrix.smul_apply,
      Matrix.one_apply_eq, hv, Pi.smul_apply, smul_eq_mul, mul_one]
    exact hs _ (hz _ _)
  · simp [Matrix.diagonal_apply_ne _ hab, Matrix.one_apply_ne hab]

/-- The evolution under `Z ⊗ Z` is a product exactly at the times `θ` with `sin 2θ = 0`. -/
theorem isProduct_evolution_ZZ_iff (θ : ℝ) :
    IsProduct (evolution (pauliZ ⊗ₖ pauliZ) θ) ↔ Real.sin (2 * θ) = 0 := by
  rw [evolution_ZZ, Real.sin_two_mul]
  constructor
  · intro h
    have h1 := h.exchange 0 0 1 1 0 0 1 1
    have z0 : pauliZ 0 0 = 1 := by simp [pauliZ]
    have z1 : pauliZ 1 1 = -1 := by simp [pauliZ]
    simp only [Matrix.sub_apply, Matrix.smul_apply, Matrix.one_apply_eq,
      Matrix.kroneckerMap_apply, z0, z1, smul_eq_mul] at h1
    have h2 : (Real.sin θ : ℂ) * (Real.cos θ : ℂ) = 0 := by
      linear_combination (Complex.I / 4) * h1 +
        (Real.sin θ : ℂ) * (Real.cos θ : ℂ) * Complex.I_sq
    have h3 : Real.sin θ * Real.cos θ = 0 := by
      apply Complex.ofReal_injective
      rw [Complex.ofReal_mul, h2, Complex.ofReal_zero]
    linear_combination 2 * h3
  · intro h
    have h' : Real.sin θ * Real.cos θ = 0 := by linear_combination h / 2
    rcases mul_eq_zero.mp h' with hs | hc
    · refine ⟨(Real.cos θ : ℂ) • 1, 1, ?_⟩
      rw [hs, Matrix.smul_kronecker, Matrix.one_kronecker_one, Complex.ofReal_zero, mul_zero,
        zero_smul, sub_zero]
    · refine ⟨(-(Complex.I * (Real.sin θ : ℂ))) • pauliZ, pauliZ, ?_⟩
      rw [hc, Matrix.smul_kronecker, Complex.ofReal_zero, zero_smul, zero_sub, neg_smul]

/-- One time is not enough: at time `π/2` the evolution under `Z ⊗ Z` equals `-i Z ⊗ Z` and is a
product, yet `Z ⊗ Z` is not a non-interacting sum. -/
theorem one_time_not_enough :
    evolution (pauliZ ⊗ₖ pauliZ) (Real.pi / 2) = (-Complex.I) • (pauliZ ⊗ₖ pauliZ) ∧
    IsProduct (evolution (pauliZ ⊗ₖ pauliZ) (Real.pi / 2)) ∧
    ¬ IsNonInteracting (pauliZ ⊗ₖ pauliZ) := by
  refine ⟨?_, ?_, fun h => ?_⟩
  · rw [evolution_ZZ, Real.cos_pi_div_two, Real.sin_pi_div_two, Complex.ofReal_zero,
      Complex.ofReal_one, mul_one, zero_smul, zero_sub, neg_smul]
  · rw [isProduct_evolution_ZZ_iff, show 2 * (Real.pi / 2) = Real.pi by ring, Real.sin_pi]
  · -- at time π/4 the evolution is not a product
    have h1 := (isProduct_evolution_ZZ_iff (Real.pi / 4)).1
      ((isProduct_evolution_iff _).2 h (Real.pi / 4))
    rw [show 2 * (Real.pi / 4) = Real.pi / 2 by ring, Real.sin_pi_div_two] at h1
    exact one_ne_zero h1

end

end NonInteractingSums
```

```lean
#print axioms NonInteractingSums.isProduct_exp_iff
#print axioms NonInteractingSums.one_time_not_enough
```

```
'NonInteractingSums.isProduct_exp_iff' depends on axioms: [propext, Classical.choice, Quot.sound]
'NonInteractingSums.one_time_not_enough' depends on axioms: [propext, Classical.choice, Quot.sound]
```

## How Lean carries out the differentiation

`IsProduct.exchange` is the exchange identity: once P and Q are substituted, it is commutativity of complex numbers, which `ring` settles.

`hasDerivAt_exp_entry` supplies the derivative of one entry of exp(tM) at t = 0. A matrix norm is chosen inside the proof so that Mathlib's theorem on the derivative of the exponential applies. The map `L`, which reads off one entry, is linear and continuous, so it passes through the derivative.

`isNonInteracting_of_eventually` needs the product property only for t in some neighbourhood of 0, which is the meaning of `∀ᶠ t : ℝ in 𝓝 0`. It first supplies the explicit A and B above. Then `hL` and `hR` are the product rule for the two sides of the exchange identity. The sides agree near 0, so uniqueness of the derivative equates the two results in `key`. After simplification, `linear_combination key` rearranges this into the required entry of M.

## Factorising the exponential and treating Z⊗Z

In `isProduct_exp_iff`, the maps `f` and `g` send X to X⊗1 and to 1⊗X. They are continuous ring homomorphisms, and `map_matrix_exp` says that such maps carry exponentials to exponentials. This replaces the power-by-power argument with the series. The commutation `hc` then lets the exponential of the sum split.

In `isProduct_evolution_iff`, `e` rewrites exp(-itH) as exp(tM) with M = -iH, and `scale` multiplies a non-interacting sum by a number. Multiplying by i recovers H.

`evolution_ZZ` works with diagonal matrices: `hz` shows that each eigenvalue is 1 or -1, and `hs` is Euler's formula for both. `isProduct_evolution_ZZ_iff` applies `exchange` to the four diagonal entries in one direction and writes down the factors in the other. `one_time_not_enough` combines the formula at π/2 with the failure at π/4.
